# For Hermitian matrices, tr(AB) and tr(A{B,C}) are real, tr(A[B,C]) is imaginary, and tr(ABC) can equal 2i

A quantum system with finitely many levels is in a state described by a density matrix $\rho$, and an observable is a Hermitian matrix $B$. The expectation value is $\langle B\rangle = \operatorname{tr}(\rho B)$, and it should be a real number. A correlation between two observables $B$ and $C$ leads to $\operatorname{tr}(\rho BC)$, a trace of three Hermitian factors, and the product $BC$ is in general not Hermitian. The question is which traces of this kind are real, which are imaginary, and which can have both parts. For matrices of finite size the answer follows from two rules: the adjoint reverses a product, $(XY)^\dagger = Y^\dagger X^\dagger$, and the trace is cyclic, $\operatorname{tr}(XY) = \operatorname{tr}(YX)$.

## Matrices, commutator, anticommutator

```lean
import Mathlib

open Matrix

namespace HermitianTraces

variable {n : Type*} [Fintype n]
```

The symbol `n` is not a number. It is a finite set of labels for the basis states, and rows and columns are both indexed by it. Every general theorem below holds for any such set, including one with a single label, where the matrices are numbers and all commutators vanish. Operators on infinite-dimensional spaces, such as position and momentum, are not covered.

```lean
/-- The commutator `[B, C] = BC - CB` of two matrices. -/
def comm (B C : Matrix n n ℂ) : Matrix n n ℂ := B * C - C * B
```

`Matrix n n ℂ` is the type of square complex matrices, and `*` between two of them is the matrix product. So `comm B C` is $[B,C] = BC - CB$, with no factor of $i$ or $\hbar$ attached.

```lean
/-- The anticommutator `{B, C} = BC + CB` of two matrices. -/
def acomm (B C : Matrix n n ℂ) : Matrix n n ℂ := B * C + C * B
```

In the same way `acomm B C` is $\{B,C\} = BC + CB$, without the factor $\tfrac12$ of the symmetrised product.

```lean
/-- The Pauli matrix `σx`. -/
def σx : Matrix (Fin 2) (Fin 2) ℂ := !![0, 1; 1, 0]
```

The notation `!![0, 1; 1, 0]` lists entries row by row, with a semicolon between rows. `Fin 2` is the label set $\{0,1\}$, so this is $\sigma_x = \begin{pmatrix}0&1\\1&0\end{pmatrix}$.

```lean
/-- The Pauli matrix `σy`. -/
def σy : Matrix (Fin 2) (Fin 2) ℂ := !![0, -Complex.I; Complex.I, 0]
```

`Complex.I` is the imaginary unit, and $\sigma_y = \begin{pmatrix}0&-i\\ i&0\end{pmatrix}$.

```lean
/-- The Pauli matrix `σz`. -/
def σz : Matrix (Fin 2) (Fin 2) ℂ := !![1, 0; 0, -1]
```

The last one is $\sigma_z = \begin{pmatrix}1&0\\0&-1\end{pmatrix}$. These are the dimensionless Pauli matrices; the spin components are $S_k = \tfrac{\hbar}{2}\sigma_k$ for $k = x,y,z$, with $\hbar$ the reduced Planck constant.

## Conjugating a trace

```lean
/-- For Hermitian `A` and any matrix `X`, the complex conjugate of `tr(AX)` is `tr(AX†)`. -/
theorem star_trace_mul {A : Matrix n n ℂ} (hA : A.IsHermitian) (X : Matrix n n ℂ) :
    star (trace (A * X)) = trace (A * Xᴴ) := by
  -- the adjoint reverses the product, cyclicity of the trace restores the order
  rw [← Matrix.trace_conjTranspose, Matrix.conjTranspose_mul, hA.eq, Matrix.trace_mul_comm]
```

A Lean theorem lists its objects and hypotheses before the colon and its claim after it; the proof follows `by`. Here `hA : A.IsHermitian` is the hypothesis $A^\dagger = A$, given the name `hA`. The superscript in `Xᴴ` is the conjugate transpose $X^\dagger$, and `star` of a complex number $z$ is its conjugate $\bar z$. The claim is that for Hermitian $A$ and any matrix $X$,
$$\overline{\operatorname{tr}(AX)} = \operatorname{tr}(AX^\dagger).$$

By hand, the diagonal entries of $M^\dagger$ are the conjugates of those of a matrix $M$, so $\overline{\operatorname{tr} M} = \operatorname{tr} M^\dagger$. Then
$$\overline{\operatorname{tr}(AX)} = \operatorname{tr}\big((AX)^\dagger\big) = \operatorname{tr}(X^\dagger A^\dagger) = \operatorname{tr}(X^\dagger A) = \operatorname{tr}(AX^\dagger).$$
The command `rw` rewrites the claim with a list of equations, one after the other, and its four entries are these four equality signs. The arrow in `← Matrix.trace_conjTranspose` uses that equation from right to left, `Matrix.conjTranspose_mul` reverses the product, `hA.eq` is $A^\dagger = A$, and `Matrix.trace_mul_comm` is cyclicity.

```lean
/-- The trace of a product of two Hermitian matrices is real. -/
theorem trace_mul_im {A X : Matrix n n ℂ} (hA : A.IsHermitian) (hX : X.IsHermitian) :
    (trace (A * X)).im = 0 := by
  have h := star_trace_mul hA X
  rw [hX.eq] at h
  -- a number equal to its conjugate
  have h2 := congrArg Complex.im h
  simp only [Complex.star_def, Complex.conj_im] at h2
  linarith
```

The suffix `.im` takes the imaginary part, so "real" is written as $\operatorname{Im}\operatorname{tr}(AX) = 0$, for Hermitian $A$ and $X$. Put $z = \operatorname{tr}(AX)$. With $X^\dagger = X$ the previous identity reads $\bar z = z$. Taking imaginary parts gives $-\operatorname{Im} z = \operatorname{Im} z$, hence $\operatorname{Im} z = 0$. In the code `have h` records the identity, `congrArg Complex.im h` takes the imaginary part of both sides, and `linarith`, which handles linear arithmetic over the reals, draws the last conclusion.

```lean
/-- The trace of a Hermitian matrix times an anti-Hermitian matrix is purely imaginary. -/
theorem trace_mul_skew_re {A X : Matrix n n ℂ} (hA : A.IsHermitian) (hX : Xᴴ = -X) :
    (trace (A * X)).re = 0 := by
  have h := star_trace_mul hA X
  rw [hX, Matrix.mul_neg, Matrix.trace_neg] at h
  -- a number equal to minus its conjugate
  have h2 := congrArg Complex.re h
  simp only [Complex.star_def, Complex.conj_re, Complex.neg_re] at h2
  linarith
```

Now $X$ is anti-Hermitian, $X^\dagger = -X$, which is the hypothesis `hX`. The identity becomes $\bar z = \operatorname{tr}(A(-X)) = -z$. Real parts give $\operatorname{Re} z = -\operatorname{Re} z$, so $\operatorname{Re} z = 0$. "Purely imaginary" means exactly this, and it includes $z = 0$. The proof has the same shape as before, with the minus sign pulled out of the product and the trace.

## Adjoints of the two brackets

```lean
/-- The anticommutator of two Hermitian matrices is Hermitian. -/
theorem acomm_isHermitian {B C : Matrix n n ℂ} (hB : B.IsHermitian) (hC : C.IsHermitian) :
    (acomm B C).IsHermitian := by
  change (B * C + C * B)ᴴ = B * C + C * B
  rw [Matrix.conjTranspose_add, Matrix.conjTranspose_mul, Matrix.conjTranspose_mul,
    hB.eq, hC.eq, add_comm]
```

For Hermitian $B$ and $C$ the reversal rule gives $(BC)^\dagger = C^\dagger B^\dagger = CB$ and $(CB)^\dagger = BC$. Therefore
$$\{B,C\}^\dagger = CB + BC = \{B,C\}.$$
The line beginning with `change` spells out what the claim means in terms of $B$ and $C$. The reversal rule appears twice in the list, once for each product, and `add_comm` swaps the two terms.

```lean
/-- The commutator of two Hermitian matrices is anti-Hermitian. -/
theorem comm_conjTranspose {B C : Matrix n n ℂ} (hB : B.IsHermitian) (hC : C.IsHermitian) :
    (comm B C)ᴴ = -comm B C := by
  unfold comm
  rw [Matrix.conjTranspose_sub, Matrix.conjTranspose_mul, Matrix.conjTranspose_mul,
    hB.eq, hC.eq, neg_sub]
```

The same steps with a minus sign give
$$[B,C]^\dagger = CB - BC = -[B,C],$$
and `neg_sub` is the last equality.

## Three traces of definite type

```lean
/-- For Hermitian `A`, `B`, `C`, the traces `tr(AB)` and `tr(A{B,C})` are real and
`tr(A[B,C])` is purely imaginary. -/
theorem hermitian_traces {A B C : Matrix n n ℂ} (hA : A.IsHermitian) (hB : B.IsHermitian)
    (hC : C.IsHermitian) :
    (trace (A * B)).im = 0 ∧ (trace (A * acomm B C)).im = 0 ∧
      (trace (A * comm B C)).re = 0 :=
  ⟨trace_mul_im hA hB, trace_mul_im hA (acomm_isHermitian hB hC),
    trace_mul_skew_re hA (comm_conjTranspose hB hC)⟩
```

The sign `∧` is "and". For Hermitian $A$, $B$, $C$ of the same finite size,
$$\operatorname{Im}\operatorname{tr}(AB) = 0,\qquad \operatorname{Im}\operatorname{tr}(A\{B,C\}) = 0,\qquad \operatorname{Re}\operatorname{tr}(A[B,C]) = 0.$$
The angle brackets collect one proof for each claim: the Hermitian case with $X = B$, the Hermitian case with $X = \{B,C\}$, and the anti-Hermitian case with $X = [B,C]$. Only hermiticity is assumed. A density matrix is also positive and of unit trace, but neither property is used, so $A = \rho$ is a special case. For a finite-level system this says that $\langle B\rangle$ and $\langle\{B,C\}\rangle$ are real and $\langle[B,C]\rangle$ is imaginary in every state.

## The two parts of the triple product

```lean
/-- For Hermitian `A`, `B`, `C`, one has `tr(A{B,C}) = 2 Re tr(ABC)` and
`tr(A[B,C]) = 2i Im tr(ABC)`. -/
theorem trace_triple_parts {A B C : Matrix n n ℂ} (hA : A.IsHermitian) (hB : B.IsHermitian)
    (hC : C.IsHermitian) :
    trace (A * acomm B C) = ((2 * (trace (A * B * C)).re : ℝ) : ℂ) ∧
      trace (A * comm B C) = ((2 * (trace (A * B * C)).im : ℝ) : ℂ) * Complex.I := by
  -- the conjugate of tr(ABC) is tr(ACB)
  have h : star (trace (A * (B * C))) = trace (A * (C * B)) := by
    rw [star_trace_mul hA, Matrix.conjTranspose_mul, hB.eq, hC.eq]
  constructor
  · rw [acomm, Matrix.mul_add, Matrix.trace_add, ← h, Matrix.mul_assoc A B C]
    exact Complex.add_conj _
  · rw [comm, Matrix.mul_sub, Matrix.trace_sub, ← h, Matrix.mul_assoc A B C]
    exact Complex.sub_conj _
```

Let $w = \operatorname{tr}(ABC)$. The statement is
$$\operatorname{tr}(A\{B,C\}) = 2\operatorname{Re} w,\qquad \operatorname{tr}(A[B,C]) = 2i\operatorname{Im} w .$$
The nested annotation `: ℝ) : ℂ)` says that a real number is formed first and then regarded as a complex one. By hand, the conjugation identity with $X = BC$ gives $\bar w = \operatorname{tr}(A(BC)^\dagger) = \operatorname{tr}(ACB)$, which is `h` in the code. Linearity of the trace then gives
$$\operatorname{tr}(A\{B,C\}) = \operatorname{tr}(ABC) + \operatorname{tr}(ACB) = w + \bar w,\qquad \operatorname{tr}(A[B,C]) = w - \bar w .$$
The command `constructor` splits the claim in two, and each dot opens one half. In each half `← h` replaces $\operatorname{tr}(ACB)$ by $\bar w$. Lean reads `A * B * C` as $(AB)C$, so `Matrix.mul_assoc` moves the brackets to match $A(BC)$. What remains is $w + \bar w = 2\operatorname{Re} w$ and $w - \bar w = 2i\operatorname{Im} w$, available as `Complex.add_conj` and `Complex.sub_conj`.

```lean
/-- For Hermitian `A`, `B`, `C`, the trace `tr(ABC)` is real exactly when
`tr(A[B,C])` vanishes. -/
theorem trace_triple_real_iff {A B C : Matrix n n ℂ} (hA : A.IsHermitian)
    (hB : B.IsHermitian) (hC : C.IsHermitian) :
    (trace (A * B * C)).im = 0 ↔ trace (A * comm B C) = 0 := by
  rw [(trace_triple_parts hA hB hC).2]
  constructor
  · intro h
    rw [h]
    simp
  · intro h
    rcases mul_eq_zero.mp h with h1 | h1
    · have h2 := Complex.ofReal_eq_zero.mp h1
      linarith
    · exact absurd h1 Complex.I_ne_zero
```

The sign `↔` is "if and only if": $\operatorname{tr}(ABC)$ is real exactly when $\operatorname{tr}(A[B,C]) = 0$. After the first rewrite the claim is $\operatorname{Im} w = 0 \Leftrightarrow 2i\operatorname{Im} w = 0$. The forward direction is substitution. For the converse, `mul_eq_zero` says that a vanishing product has a vanishing factor, so either $2\operatorname{Im} w = 0$, which gives the claim, or $i = 0$, which is false. The condition concerns one number, the trace; it does not say that $B$ and $C$ commute.

## The Pauli matrices give 2i

```lean
/-- The three Pauli matrices are Hermitian and `tr(σx σy σz) = 2i`, which has a nonzero
imaginary part. -/
theorem pauli_witness :
    σx.IsHermitian ∧ σy.IsHermitian ∧ σz.IsHermitian ∧
      trace (σx * σy * σz) = 2 * Complex.I ∧ (trace (σx * σy * σz)).im ≠ 0 := by
  have h : trace (σx * σy * σz) = 2 * Complex.I := by
    simp [σx, σy, σz, Matrix.trace_fin_two]
    ring
  refine ⟨?_, ?_, ?_, h, ?_⟩
  · unfold Matrix.IsHermitian
    ext i j
    fin_cases i <;> fin_cases j <;> simp [σx, Matrix.conjTranspose_apply]
  · unfold Matrix.IsHermitian
    ext i j
    fin_cases i <;> fin_cases j <;> simp [σy, Matrix.conjTranspose_apply]
  · unfold Matrix.IsHermitian
    ext i j
    fin_cases i <;> fin_cases j <;> simp [σz, Matrix.conjTranspose_apply]
  · rw [h]
    simp

end HermitianTraces
```

```lean
#print axioms HermitianTraces.hermitian_traces
#print axioms HermitianTraces.trace_triple_real_iff
```

```
'HermitianTraces.hermitian_traces' depends on axioms: [propext, Classical.choice, Quot.sound]
'HermitianTraces.trace_triple_real_iff' depends on axioms: [propext, Classical.choice, Quot.sound]
```

The theorem makes five claims: each of $\sigma_x$, $\sigma_y$, $\sigma_z$ is Hermitian, $\operatorname{tr}(\sigma_x\sigma_y\sigma_z) = 2i$, and the imaginary part of this trace is not zero. So a product of three Hermitian $2\times2$ matrices can have a trace that is not real. Multiplying out,
$$\sigma_x\sigma_y = \begin{pmatrix}0&1\\1&0\end{pmatrix}\begin{pmatrix}0&-i\\ i&0\end{pmatrix} = \begin{pmatrix}i&0\\0&-i\end{pmatrix},\qquad \begin{pmatrix}i&0\\0&-i\end{pmatrix}\begin{pmatrix}1&0\\0&-1\end{pmatrix} = \begin{pmatrix}i&0\\0&i\end{pmatrix},$$
and the diagonal sums to $2i$. In the code `simp` carries out the multiplication, `Matrix.trace_fin_two` adds the entries $(0,0)$ and $(1,1)$, and `ring` collects $i + i$. For hermiticity, `ext i j` reduces the matrix equation to its entry in row `i` and column `j`, and `fin_cases` runs through the four pairs of labels.

The spin and density-matrix values that follow, and the numerical usage further down, are applications written here in prose only. For the spin components the trace is $(\hbar/2)^3\cdot 2i = i\hbar^3/4$. The matrix $\sigma_x$ in the first slot is traceless and is not a state, but with $\mathbb 1$ the identity matrix, $\rho = \tfrac12(\mathbb 1 + \sigma_x)$ is one, and since $\operatorname{tr}(\sigma_y\sigma_z) = 0$ it gives $\langle\sigma_y\sigma_z\rangle = i$.

## Rates of change and discarded imaginary parts

In a fixed, finite orthonormal basis, the density matrix of a closed system under a Hamiltonian matrix $H$ obeys $i\hbar\,\dot\rho = [H,\rho]$, where the dot is the derivative with respect to time $t$. For a time-independent observable $A$,
$$\frac{d\langle A\rangle}{dt} = -\frac{i}{\hbar}\operatorname{tr}(A[H,\rho]) = \frac{2}{\hbar}\operatorname{Im}\operatorname{tr}(AH\rho).$$
The trace of the commutator term is imaginary, so the rate is real, and the second form, which is `trace_triple_parts` with $B = H$ and $C = \rho$, avoids building the commutator. In NumPy it reads `2 * np.trace(A @ H @ rho).imag / hbar`.

An expectation value coded as `np.trace(rho @ B).real` throws away a part that vanishes in exact arithmetic, and the same holds for $\operatorname{tr}(Ph)$ in a finite-basis electronic-structure code, with $P$ the one-particle density matrix and $h$ the one-electron Hamiltonian matrix, both Hermitian. The theorems say nothing about rounding; in floating point the discarded part need not be exactly zero for complex arrays, though for Hermitian arrays it stays at rounding level relative to the sum of the absolute values of all the products added up in the trace, and a value far above that level indicates that at least one of the arrays is not Hermitian. For three factors, `.real` keeps $\tfrac12\operatorname{tr}(A\{B,C\})$ and drops $\tfrac12\operatorname{tr}(A[B,C])$, which for the Pauli matrices is the whole value.
